# Adding ε ≥ 0 to the diagonal of a positive definite density-fitting metric lowers the fitted value by at most ε times the squared length of the unregularised coefficients

When the functions of an auxiliary basis are nearly linearly dependent, their Coulomb metric has very small eigenvalues, and solving for the fitting coefficients amplifies rounding errors. Adding a small number $\varepsilon$ to the diagonal steadies the solve, but it also changes the equations. A bound on the change shows how far the shift can have moved the fitted value.

Let $V_{PQ}=(P|Q)$ be the Coulomb integrals between auxiliary functions and $b_P=(P|\rho)$ the projections of a density $\rho$. The unregularised fit has coefficients $c=V^{-1}b$ and the value $b^{\mathsf T}V^{-1}b$, which is the Coulomb self-repulsion of the fitted density, without the factor $\tfrac12$. For a finite, real auxiliary basis with positive definite $V$, the theorems below bound what regularisation does to this value in a density-fitted electronic-structure calculation.

## The fit and its value

```lean
import Mathlib

open Matrix

namespace RegularisedDensityFitting

noncomputable section

variable {n : Type*} [Fintype n] [DecidableEq n]
```

The type `n` labels the auxiliary functions, and `Fintype n` says that there are finitely many. A vector is a function `n → ℝ`, and a matrix is written `Matrix n n ℝ`. Below, `*ᵥ` is matrix times vector and `⬝ᵥ` is the dot product, so `x ⬝ᵥ V *ᵥ y` means $x\cdot(Vy)$.

```lean
/-- Density-fitting coefficients `(V + ε I)⁻¹ b` for the metric `V`, the projections `b` and
the regularisation `ε`, meant for invertible `V + ε I`. -/
def fitCoeff (V : Matrix n n ℝ) (b : n → ℝ) (ε : ℝ) : n → ℝ :=
  (V + ε • (1 : Matrix n n ℝ))⁻¹ *ᵥ b
```

This defines the regularised coefficients $c_\varepsilon=(V+\varepsilon I)^{-1}b$. The shift is the same for every auxiliary function, so its effect depends on how those functions are normalised.

```lean
/-- The fitted value `bᵀ (V + ε I)⁻¹ b`, meant for invertible `V + ε I`. -/
def fitValue (V : Matrix n n ℝ) (b : n → ℝ) (ε : ℝ) : ℝ :=
  b ⬝ᵥ fitCoeff V b ε
```

This is the fitted value $E(\varepsilon)=b\cdot c_\varepsilon$. For $\varepsilon>0$ it is the Coulomb interaction of the fitted density with $\rho$, and in general no longer the self-repulsion $c_\varepsilon\cdot Vc_\varepsilon$ of the fitted density.

```lean
/-- At zero regularisation the coefficients are `V⁻¹ b`. -/
theorem fitCoeff_zero (V : Matrix n n ℝ) (b : n → ℝ) : fitCoeff V b 0 = V⁻¹ *ᵥ b := by
  simp [fitCoeff]
```

A Lean theorem lists its data and hypotheses first, then its claim after the colon, then a proof after `:=`. Here the claim is $c_0=V^{-1}b$, which is the vector $c$ of the introduction. The tactic `simp` unfolds the definition and removes the zero shift.

## The fitting equations

```lean
/-- For a positive definite metric and `ε ≥ 0`, the coefficients solve the regularised fitting
equations `V c + ε c = b`, tested against an arbitrary vector `x`. -/
theorem fit_equation {V : Matrix n n ℝ} (hV : V.PosDef) (b : n → ℝ) {ε : ℝ} (hε : 0 ≤ ε)
    (x : n → ℝ) :
    x ⬝ᵥ V *ᵥ fitCoeff V b ε + ε * (x ⬝ᵥ fitCoeff V b ε) = x ⬝ᵥ b := by
  -- the regularised metric is positive definite, hence invertible
  have hP : (V + ε • (1 : Matrix n n ℝ)).PosDef :=
    hV.add_posSemidef (Matrix.PosSemidef.one.smul hε)
  have hinv := Matrix.mul_nonsing_inv _ hP.det_pos.ne'.isUnit
  have h : V *ᵥ fitCoeff V b ε + ε • fitCoeff V b ε = b := by
    calc V *ᵥ fitCoeff V b ε + ε • fitCoeff V b ε
        = (V + ε • (1 : Matrix n n ℝ)) *ᵥ fitCoeff V b ε := by
          rw [Matrix.add_mulVec, Matrix.smul_mulVec, Matrix.one_mulVec]
      _ = b := by rw [fitCoeff, Matrix.mulVec_mulVec, hinv, Matrix.one_mulVec]
  have hx := congrArg (fun v => x ⬝ᵥ v) h
  simpa only [dotProduct_add, dotProduct_smul, smul_eq_mul] using hx
```

The hypothesis `hV : V.PosDef` says that $V$ is symmetric and that $x\cdot Vx>0$ for every nonzero $x$. Physically, every nonzero combination of auxiliary functions has positive electrostatic self-repulsion, which also requires the functions to be linearly independent. The file assumes this and doesn't derive it from the integrals.

For $\varepsilon\ge 0$ and $x\neq 0$,
$$x\cdot(V+\varepsilon I)x=x\cdot Vx+\varepsilon\,x\cdot x>0,$$
so $V+\varepsilon I$ is invertible and $Vc_\varepsilon+\varepsilon c_\varepsilon=b$. Taking the dot product with any vector $x$ gives the claim,
$$x\cdot Vc_\varepsilon+\varepsilon\,x\cdot c_\varepsilon=x\cdot b .$$

In the proof, `hP` is the positivity, `hinv` the invertibility, `h` the vector equation and `hx` its dot product with $x$. Several later proofs use this equation with a well-chosen vector $x$.

```lean
omit [DecidableEq n] in
/-- A real positive definite metric is symmetric as a bilinear form. -/
theorem metric_symm {V : Matrix n n ℝ} (hV : V.PosDef) (x y : n → ℝ) :
    x ⬝ᵥ V *ᵥ y = y ⬝ᵥ V *ᵥ x := by
  have hT : Vᵀ = V :=
    (Matrix.conjTranspose_eq_transpose_of_trivial V).symm.trans hV.isHermitian.eq
  rw [Matrix.dotProduct_mulVec, ← Matrix.mulVec_transpose, hT, dotProduct_comm]
```

This is $x\cdot Vy=y\cdot Vx$. For a real matrix, being Hermitian means being equal to its transpose, and moving the transpose across the dot product exchanges the two vectors.

## Comparing two regularisations

```lean
/-- For a positive definite metric, the fitted values at two nonnegative regularisations differ
by the difference of the regularisations times the overlap of the two coefficient vectors. -/
theorem fitValue_sub {V : Matrix n n ℝ} (hV : V.PosDef) (b : n → ℝ) {ε δ : ℝ}
    (hε : 0 ≤ ε) (hδ : 0 ≤ δ) :
    fitValue V b ε - fitValue V b δ = (δ - ε) * (fitCoeff V b ε ⬝ᵥ fitCoeff V b δ) := by
  have h1 := fit_equation hV b hδ (fitCoeff V b ε)
  have h2 := fit_equation hV b hε (fitCoeff V b δ)
  have s := metric_symm hV (fitCoeff V b ε) (fitCoeff V b δ)
  have q := dotProduct_comm (fitCoeff V b ε) (fitCoeff V b δ)
  have k1 := dotProduct_comm b (fitCoeff V b ε)
  have k2 := dotProduct_comm b (fitCoeff V b δ)
  unfold fitValue
  linear_combination k1 - k2 - h1 + h2 + s + ε * q
```

Take two shifts $\varepsilon,\delta\ge 0$. Test the equation for $\delta$ with $c_\varepsilon$, and the equation for $\varepsilon$ with $c_\delta$:
$$c_\varepsilon\cdot Vc_\delta+\delta\,c_\varepsilon\cdot c_\delta=c_\varepsilon\cdot b,\qquad
c_\delta\cdot Vc_\varepsilon+\varepsilon\,c_\delta\cdot c_\varepsilon=c_\delta\cdot b .$$
By symmetry the terms with $V$ are equal. Subtracting leaves the exact identity
$$E(\varepsilon)-E(\delta)=(\delta-\varepsilon)\,c_\varepsilon\cdot c_\delta .$$

The two tested equations are `h1` and `h2`, and `s` is the symmetry. The tactic `linear_combination` is told which multiples of the known equations to add, and checks that they give the goal.

```lean
/-- For a positive definite metric and `0 ≤ ε ≤ δ`, the overlap of the two coefficient vectors is at
least the squared length of the one at `δ` and at most that of the one at `ε`. -/
theorem fitCoeff_overlap {V : Matrix n n ℝ} (hV : V.PosDef) (b : n → ℝ) {ε δ : ℝ}
    (hε : 0 ≤ ε) (hεδ : ε ≤ δ) :
    fitCoeff V b δ ⬝ᵥ fitCoeff V b δ ≤ fitCoeff V b ε ⬝ᵥ fitCoeff V b δ ∧
      fitCoeff V b ε ⬝ᵥ fitCoeff V b δ ≤ fitCoeff V b ε ⬝ᵥ fitCoeff V b ε := by
  rcases hεδ.eq_or_lt with rfl | hlt
  · exact ⟨le_rfl, le_rfl⟩
  obtain ⟨d, hd⟩ : ∃ d, d = fitCoeff V b ε - fitCoeff V b δ := ⟨_, rfl⟩
  -- test both fitting equations with the difference of the coefficients
  have h1 := fit_equation hV b hε d
  have h2 := fit_equation hV b (hε.trans hεδ) d
  have hdV : d ⬝ᵥ V *ᵥ d = d ⬝ᵥ V *ᵥ fitCoeff V b ε - d ⬝ᵥ V *ᵥ fitCoeff V b δ := by
    rw [← dotProduct_sub, ← Matrix.mulVec_sub, ← hd]
  have hdd : d ⬝ᵥ d = d ⬝ᵥ fitCoeff V b ε - d ⬝ᵥ fitCoeff V b δ := by
    rw [← dotProduct_sub, ← hd]
  have pV : 0 ≤ d ⬝ᵥ V *ᵥ d := by
    simpa only [star_trivial] using hV.posSemidef.dotProduct_mulVec_nonneg d
  have pd : 0 ≤ d ⬝ᵥ d := Finset.sum_nonneg fun i _ => mul_self_nonneg (d i)
  have key : (δ - ε) * (d ⬝ᵥ fitCoeff V b δ) = d ⬝ᵥ V *ᵥ d + ε * (d ⬝ᵥ d) := by
    linear_combination h2 - h1 - hdV - ε * hdd
  have hpos : 0 ≤ d ⬝ᵥ fitCoeff V b δ :=
    (mul_nonneg_iff_of_pos_left (sub_pos.2 hlt)).1
      (key ▸ add_nonneg pV (mul_nonneg hε pd))
  have e1 : d ⬝ᵥ fitCoeff V b δ = fitCoeff V b ε ⬝ᵥ fitCoeff V b δ
      - fitCoeff V b δ ⬝ᵥ fitCoeff V b δ := by rw [hd, sub_dotProduct]
  have e2 : d ⬝ᵥ fitCoeff V b ε = fitCoeff V b ε ⬝ᵥ fitCoeff V b ε
      - fitCoeff V b δ ⬝ᵥ fitCoeff V b ε := by rw [hd, sub_dotProduct]
  have q := dotProduct_comm (fitCoeff V b ε) (fitCoeff V b δ)
  constructor <;> linarith
```

For $0\le\varepsilon\le\delta$ the claim is
$$c_\delta\cdot c_\delta\le c_\varepsilon\cdot c_\delta\le c_\varepsilon\cdot c_\varepsilon .$$
If $\varepsilon=\delta$, all three are equal; the line with `rcases` splits off this case. Otherwise put $d=c_\varepsilon-c_\delta$ and test both equations with $d$. The right-hand sides agree, so
$$d\cdot Vc_\varepsilon+\varepsilon\,d\cdot c_\varepsilon=d\cdot Vc_\delta+\delta\,d\cdot c_\delta .$$
Writing $c_\varepsilon=c_\delta+d$ and collecting terms gives
$$(\delta-\varepsilon)\,d\cdot c_\delta=d\cdot Vd+\varepsilon\,d\cdot d\ge 0,$$
which is `key`. Since $\delta-\varepsilon>0$, it follows that $d\cdot c_\delta\ge 0$, which is `hpos` and the first inequality. The second follows from $d\cdot c_\varepsilon=d\cdot c_\delta+d\cdot d\ge 0$. The final `linarith` assembles these linear inequalities.

```lean
/-- For a positive definite metric, raising the regularisation from `ε ≥ 0` to `δ ≥ ε` lowers the
fitted value by at least `(δ - ε)` times the squared length of the new coefficients and at most
`(δ - ε)` times that of the old ones. -/
theorem fitValue_bounds {V : Matrix n n ℝ} (hV : V.PosDef) (b : n → ℝ) {ε δ : ℝ}
    (hε : 0 ≤ ε) (hεδ : ε ≤ δ) :
    (δ - ε) * (fitCoeff V b δ ⬝ᵥ fitCoeff V b δ) ≤ fitValue V b ε - fitValue V b δ ∧
      fitValue V b ε - fitValue V b δ ≤ (δ - ε) * (fitCoeff V b ε ⬝ᵥ fitCoeff V b ε) := by
  have h := fitCoeff_overlap hV b hε hεδ
  rw [fitValue_sub hV b hε (hε.trans hεδ)]
  exact ⟨mul_le_mul_of_nonneg_left h.1 (sub_nonneg.2 hεδ),
    mul_le_mul_of_nonneg_left h.2 (sub_nonneg.2 hεδ)⟩
```

Multiplying the previous chain by $\delta-\varepsilon\ge 0$ and inserting the exact identity gives
$$(\delta-\varepsilon)\,c_\delta\cdot c_\delta\le E(\varepsilon)-E(\delta)\le(\delta-\varepsilon)\,c_\varepsilon\cdot c_\varepsilon .$$

## The bound on the loss

```lean
/-- For a positive definite metric `V` and `c = V⁻¹ b`, regularising by `ε ≥ 0` lowers the fitted
value by an amount between `0` and `ε cᵀc`, and the regularised value is nonincreasing
in `ε ≥ 0`. -/
theorem regularised_metric {V : Matrix n n ℝ} (hV : V.PosDef) {b c : n → ℝ}
    (hc : c = V⁻¹ *ᵥ b) :
    (∀ ε : ℝ, 0 ≤ ε →
      0 ≤ b ⬝ᵥ V⁻¹ *ᵥ b - b ⬝ᵥ (V + ε • (1 : Matrix n n ℝ))⁻¹ *ᵥ b ∧
      b ⬝ᵥ V⁻¹ *ᵥ b - b ⬝ᵥ (V + ε • (1 : Matrix n n ℝ))⁻¹ *ᵥ b ≤ ε * (c ⬝ᵥ c)) ∧
    AntitoneOn (fun ε : ℝ => b ⬝ᵥ (V + ε • (1 : Matrix n n ℝ))⁻¹ *ᵥ b) (Set.Ici 0) := by
  have sq (x : n → ℝ) : 0 ≤ x ⬝ᵥ x := Finset.sum_nonneg fun i _ => mul_self_nonneg (x i)
  subst hc
  constructor
  · intro ε hε
    -- compare with the unregularised fit
    have h := fitValue_bounds hV b le_rfl hε
    simp only [fitValue, fitCoeff_zero, sub_zero] at h
    exact ⟨(mul_nonneg hε (sq _)).trans h.1, h.2⟩
  · intro ε hε δ _ hεδ
    have h := (fitValue_bounds hV b hε hεδ).1
    exact sub_nonneg.1 ((mul_nonneg (sub_nonneg.2 hεδ) (sq _)).trans h)
```

Here the inverses are written out, so the statement can be read without the two definitions. The hypothesis `hc` gives $V^{-1}b$ the name $c$. The first part says that for every $\varepsilon\ge 0$
$$0\le b^{\mathsf T}V^{-1}b-b^{\mathsf T}(V+\varepsilon I)^{-1}b\le\varepsilon\,c^{\mathsf T}c .$$
The second part uses `AntitoneOn` with `Set.Ici 0`, the half-line $[0,\infty)$, and says that the regularised value is nonincreasing there.

For the first part, use the two-sided bound with the smaller shift equal to zero and the larger equal to $\varepsilon$:
$$0\le\varepsilon\,c_\varepsilon\cdot c_\varepsilon\le E(0)-E(\varepsilon)\le\varepsilon\,c\cdot c .$$
For the second, $E(\varepsilon)-E(\delta)\ge(\delta-\varepsilon)\,c_\delta\cdot c_\delta\ge 0$ whenever $0\le\varepsilon\le\delta$. The auxiliary statement `sq` supplies the fact that a squared length is nonnegative.

The bound is governed by $\varepsilon\,c\cdot c$ and not by $\varepsilon$ alone. If $V$ has tiny eigenvalues, $c$ can be very long and the bound correspondingly large. It concerns only the change caused by the shift, not rounding errors or the incompleteness of the auxiliary basis.

Positive definiteness matters already for a one-by-one matrix. The following example is purely algebraic, since the Coulomb self-repulsion of a real function can't be negative. Take $V=(-1)$ and $b=1$, so that $c=-1$ and the unregularised value is $-1$. With $\varepsilon=\tfrac12$ the regularised value is $-2$: the loss is $1$, twice the supposed maximum $\varepsilon c^2=\tfrac12$. With $\varepsilon=2$ the regularised value is $+1$, so it has risen instead of fallen.

In a NumPy calculation the regularised fit takes two lines, and a third gives a lower estimate of the loss:

```python
c_eps = np.linalg.solve(V + eps * np.eye(len(b)), b)
value = b @ c_eps
loss_at_least = eps * (c_eps @ c_eps)
```

The third line needs only the regularised coefficients, which helps when $c$ itself can't be computed reliably. Up to rounding, the same squared length also limits any further loss: raising the shift from $\varepsilon$ to $\delta$ costs at most $(\delta-\varepsilon)\,c_\varepsilon\cdot c_\varepsilon$.

## Strict decrease and the first order in ε

```lean
/-- For a positive definite metric and nonzero projections `b`, the fitted value is strictly
decreasing in the regularisation `ε ≥ 0`. -/
theorem fitValue_strictAntiOn {V : Matrix n n ℝ} (hV : V.PosDef) {b : n → ℝ} (hb : b ≠ 0) :
    StrictAntiOn (fitValue V b) (Set.Ici 0) := by
  intro ε hε δ hδ hlt
  have h := (fitValue_bounds hV b hε hlt.le).1
  -- vanishing coefficients would force vanishing projections
  have hne : fitCoeff V b δ ⬝ᵥ fitCoeff V b δ ≠ 0 := by
    intro h0
    have t := fit_equation hV b hδ b
    rw [dotProduct_self_eq_zero.1 h0, Matrix.mulVec_zero, dotProduct_zero, mul_zero,
      add_zero] at t
    exact hb (dotProduct_self_eq_zero.1 t.symm)
  have hsq : 0 ≤ fitCoeff V b δ ⬝ᵥ fitCoeff V b δ :=
    Finset.sum_nonneg fun i _ => mul_self_nonneg (fitCoeff V b δ i)
  have hp := mul_pos (sub_pos.2 hlt) (lt_of_le_of_ne hsq hne.symm)
  linarith
```

If the density has at least one nonzero projection, the value strictly decreases on $[0,\infty)$. Suppose $c_\delta=0$. Testing its equation with $x=b$ would give $b\cdot b=0$, hence $b=0$, against the hypothesis `hb`. So $c_\delta\cdot c_\delta>0$, and for $0\le\varepsilon<\delta$ the lower bound $(\delta-\varepsilon)\,c_\delta\cdot c_\delta$ on the decrease is positive. In the proof, `hne` is the exclusion of vanishing coefficients and `hp` the positive product.

```lean
/-- For a positive definite metric, `c = V⁻¹ b` and `ε ≥ 0`, the loss in the fitted value falls
short of `ε cᵀc` by at most `ε² cᵀV⁻¹c`. -/
theorem loss_lower_bound {V : Matrix n n ℝ} (hV : V.PosDef) {b c : n → ℝ}
    (hc : c = V⁻¹ *ᵥ b) {ε : ℝ} (hε : 0 ≤ ε) :
    ε * (c ⬝ᵥ c) - ε ^ 2 * (c ⬝ᵥ V⁻¹ *ᵥ c) ≤ fitValue V b 0 - fitValue V b ε := by
  have hc0 : fitCoeff V b 0 = c := by rw [fitCoeff_zero, hc]
  -- use the regularised fit of `c` itself as a test vector
  have t1 := fit_equation hV b hε (fitCoeff V c ε)
  have t2 := fit_equation hV c hε (fitCoeff V b ε)
  have t3 := fit_equation hV b le_rfl (fitCoeff V c ε)
  have t4 := fit_equation hV c hε c
  rw [hc0] at t3
  have s1 := metric_symm hV (fitCoeff V c ε) (fitCoeff V b ε)
  have s2 := metric_symm hV (fitCoeff V c ε) c
  have q1 := dotProduct_comm (fitCoeff V c ε) (fitCoeff V b ε)
  have q2 := dotProduct_comm c (fitCoeff V b ε)
  have key : c ⬝ᵥ fitCoeff V b ε = c ⬝ᵥ c - ε * (c ⬝ᵥ fitCoeff V c ε) := by
    linear_combination q2 - t2 - s1 - ε * q1 + t1 - t3 + s2 + t4
  -- regularisation can only lower the fitted value of `c`
  have hle : c ⬝ᵥ fitCoeff V c ε ≤ c ⬝ᵥ V⁻¹ *ᵥ c :=
    sub_nonneg.1 ((regularised_metric hV (b := c) rfl).1 ε hε).1
  have hmul := mul_le_mul_of_nonneg_left hle (sq_nonneg ε)
  rw [fitValue_sub hV b le_rfl hε, hc0, key]
  linarith

end

end RegularisedDensityFitting
```

The last theorem bounds the loss from below in terms of the unregularised coefficients:
$$\varepsilon\,c\cdot c-\varepsilon^2\,c\cdot V^{-1}c\le E(0)-E(\varepsilon).$$
Together with the upper bound, this fixes the loss as $\varepsilon\,c\cdot c$ up to an error of at most $\varepsilon^2\,c\cdot V^{-1}c$.

The derivation fits the vector $c$ itself. Let $g=(V+\varepsilon I)^{-1}c$, which is `fitCoeff V c ε`. Testing the equation for $c_\varepsilon$ with $g$, and the equation for $g$ with $c_\varepsilon$, gives
$$g\cdot Vc_\varepsilon+\varepsilon\,g\cdot c_\varepsilon=g\cdot b,\qquad
c_\varepsilon\cdot Vg+\varepsilon\,c_\varepsilon\cdot g=c_\varepsilon\cdot c .$$
The left-hand sides agree by symmetry, so $c\cdot c_\varepsilon=g\cdot b$. Since $b=Vc$, this equals $g\cdot Vc=c\cdot Vg$. Testing the equation for $g$ with $c$ then yields
$$c\cdot c_\varepsilon=c\cdot c-\varepsilon\,c\cdot g .$$
In the proof, `t1`, `t2` and `t4` are these three tests, `t3` is $b=Vc$ tested with $g$, and the result is `key`.

The main theorem, applied with $c$ in the place of $b$, says that regularisation can't raise the fitted value of $c$. Hence $c\cdot g\le c\cdot V^{-1}c$, which is `hle`. Inserting this in the exact identity $E(0)-E(\varepsilon)=\varepsilon\,c\cdot c_\varepsilon$ gives the claim.

```lean
#print axioms RegularisedDensityFitting.fitValue_bounds
#print axioms RegularisedDensityFitting.fitValue_strictAntiOn
#print axioms RegularisedDensityFitting.loss_lower_bound
```

```
'RegularisedDensityFitting.fitValue_bounds' depends on axioms: [propext, Classical.choice, Quot.sound]
'RegularisedDensityFitting.fitValue_strictAntiOn' depends on axioms: [propext, Classical.choice, Quot.sound]
'RegularisedDensityFitting.loss_lower_bound' depends on axioms: [propext, Classical.choice, Quot.sound]
```
